# The end-to-end cofactor of a uniform tight-binding chain with m + 1 sites and coupling t is (−t)^m

A finite chain of `m + 1` sites is described by a real one-particle Hamiltonian matrix, with the same energy `D` on every site and the same coupling `t` between nearest neighbours. The lemma says that the entry of this matrix's adjugate in the first row and last column is `(-t) ^ m`, whatever the value of `D`. The proof writes that entry as a signed determinant, taken after deleting the last row and first column of the Hamiltonian. What remains is lower triangular with `t` all along its diagonal, so its determinant is `t ^ m`, and the sign supplies the rest.

An attempt in Lean 4 with a fault in it:

```lean
import Mathlib

open Matrix Filter Topology

namespace AdjugateCorner

noncomputable section

/-- Hamiltonian of a bridge of `n` sites with site energy `D` and nearest-neighbour
coupling `t`. -/
def bridge (n : ℕ) (D t : ℝ) : Matrix (Fin n) (Fin n) ℝ :=
  Matrix.of fun i j => if (i : ℕ) = j then D
    else if (i : ℕ) + 1 = j ∨ (j : ℕ) + 1 = i then t else 0

/-- The cofactor that joins the two ends of a chain of `m + 1` sites is a product of the
`m` couplings along it, each with a minus sign. -/
theorem adjugate_corner (m : ℕ) (D t : ℝ) :
    (bridge (m + 1) D t).adjugate 0 (Fin.last m) = (-t) ^ m := by
  -- deleting the last row and first column leaves a triangular matrix
  have hlow : ((bridge (m + 1) D t).submatrix (Fin.last m).succAbove
      (Fin.succAbove 0)).BlockTriangular OrderDual.toDual := by
    intro i j hij
    have h : (i : ℕ) < j := OrderDual.toDual_lt_toDual.mp hij
    simp only [bridge, Matrix.submatrix_apply, Matrix.of_apply, Fin.succAbove_last,
      Fin.succAbove_zero, Fin.val_castSucc, Fin.val_succ]
    rw [if_neg (by omega), if_neg (by omega)]
  have hdiag : ∀ i : Fin m, (bridge (m + 1) D t).submatrix (Fin.last m).succAbove
      (Fin.succAbove 0) i i = t := by
    intro i
    simp only [bridge, Matrix.submatrix_apply, Matrix.of_apply, Fin.succAbove_last,
      Fin.succAbove_zero, Fin.val_castSucc, Fin.val_succ]
    rw [if_neg (by omega), if_pos (by omega)]
  rw [Matrix.adjugate_fin_succ_eq_det_submatrix, Matrix.det_of_lowerTriangular _ hlow,
    Finset.prod_congr rfl (fun i _ => hdiag i), neg_pow t m]
  simp

end

end AdjugateCorner
```

Compiling this gives:

```
Main.lean:32:38: error: omega could not prove the goal:
a possible counterexample may satisfy the constraints
  b ≥ 0
  a ≥ 0
  a - b ≤ -1
where
 a := ↑↑i
 b := ↑m
Main.lean:33:49: warning: `Matrix.det_of_lowerTriangular` has been deprecated: Use `Matrix.det_of_isLowerTriangular` instead
```

The change, after which it compiles:

```diff
@@ -30,6 +30,6 @@
     simp only [bridge, Matrix.submatrix_apply, Matrix.of_apply, Fin.succAbove_last,
       Fin.succAbove_zero, Fin.val_castSucc, Fin.val_succ]
-    rw [if_neg (by omega), if_pos (by omega)]
-  rw [Matrix.adjugate_fin_succ_eq_det_submatrix, Matrix.det_of_lowerTriangular _ hlow,
+    simp
+  rw [Matrix.adjugate_fin_succ_eq_det_submatrix, Matrix.det_of_isLowerTriangular _ hlow,
     Finset.prod_congr rfl (fun i _ => hdiag i), neg_pow t m]
   simp
```

Diagnosis. The error comes from the second `omega` in `hdiag`, which has to show that the two sites behind a diagonal entry are neighbours. That condition begins as `i + 1 = i + 1 ∨ i + 1 + 1 = i`, which is plainly true. But the `simp only` before it has already turned the first equation into `True`, and its list has no lemma to reduce `True ∨ …` to `True`. `omega` argues by contradiction from arithmetic facts and gets nothing from the negation of a bare `True`. It is left with little more than `i < m`, which is no contradiction, hence the "possible counterexample".

The repair replaces that `rw` line with `simp`, which knows that `True ∨ …` is true and that `i = i + 1` is false, so it reduces both `if`s and closes the goal.

The other message is only a deprecation warning. Changing `Matrix.det_of_lowerTriangular` to `Matrix.det_of_isLowerTriangular` is tidying.
